# Bloch phases m steps apart on a ring of N cells have squared distance 4 sin²(πm/N)

For a ring of N cells, the elementary Bloch phase is w = exp(2πi/N), and its powers are points on the unit circle in the complex plane. The theorem says that |wᵏ⁺ᵐ − wᵏ|² = 4 sin²(πm/N) for every integer k and natural number m, so the distance depends on the separation m and not on k. It is a statement about complex numbers alone, with no Hamiltonian or state in it; N = 0 is also allowed, where Lean's convention for division by zero makes both sides zero. The attempt takes out the factor wᵏ, which has modulus one, and computes |wᵐ − 1|² from real and imaginary parts with the double-angle formulas and sin² + cos² = 1.

The first attempt, which Lean rejects:

```lean
import Mathlib

open Finset
open scoped InnerProductSpace

namespace NormPhaseSub

noncomputable section

variable {E : Type*} [NormedAddCommGroup E] [InnerProductSpace ℂ E]

/-- The elementary Bloch phase `w = exp(2πi/N)` of a ring of `N ≥ 1` cells. -/
def phase (N : ℕ) : ℂ := Complex.exp (2 * Real.pi * Complex.I / N)

variable {T : E ≃ₗᵢ[ℂ] E} {N : ℕ}

/-- The squared distance between the phases `w^(k+m)` and `w^k` is `4 sin²(πm/N)`. -/
theorem norm_phase_sub (N : ℕ) (k : ℤ) (m : ℕ) :
    ‖phase N ^ (k + (m : ℤ)) - phase N ^ k‖ ^ 2 = 4 * Real.sin (Real.pi * m / N) ^ 2 := by
  have h1 : ‖phase N‖ = 1 := by
    have h : phase N = Complex.exp (((2 * Real.pi / N : ℝ) : ℂ) * Complex.I) := by
      unfold phase; congr 1; push_cast; ring
    rw [h, Complex.norm_exp_ofReal_mul_I]
  have h2 : phase N ^ m
      = Complex.exp (((2 * (Real.pi * m / N) : ℝ) : ℂ) * Complex.I) := by
    rw [phase, ← Complex.exp_nat_mul]; congr 1; push_cast; ring
  have h3 : phase N ^ (k + (m : ℤ)) - phase N ^ k = phase N ^ k * (phase N ^ m - 1) := by
    rw [zpow_add₀ (Complex.exp_ne_zero _ : phase N ≠ 0), zpow_natCast]; ring
  rw [h3, norm_mul, norm_zpow, h1, one_zpow, one_mul, h2, Complex.sq_norm,
    Complex.normSq_apply, Complex.sub_re, Complex.sub_im, Complex.exp_ofReal_mul_I_re,
    Complex.exp_ofReal_mul_I_im, Complex.one_re, Complex.one_im, Real.cos_two_mul,
    Real.sin_two_mul]
  linear_combination 4 * (Real.cos (Real.pi * m / N) ^ 2 - 1) *
    Real.sin_sq_add_cos_sq (Real.pi * m / N)

end

end NormPhaseSub
```

The compiler's answer:

```
Main.lean:28:8: error: Tactic `rewrite` failed: Did not find an occurrence of the pattern
  Complex.exp (2 * ↑Real.pi * Complex.I / ↑N) ^ (?m + ?n)
in the target expression
  phase N ^ (k + ↑m) - phase N ^ k = phase N ^ k * (phase N ^ m - 1)

N : ℕ
k : ℤ
m : ℕ
h1 : ‖phase N‖ = 1
h2 : phase N ^ m = Complex.exp (↑(2 * (Real.pi * ↑m / ↑N)) * Complex.I)
⊢ phase N ^ (k + ↑m) - phase N ^ k = phase N ^ k * (phase N ^ m - 1)
```

What went wrong. The error is in the proof of `h3`, where `zpow_add₀` should split `phase N ^ (k + ↑m)` into a product. That lemma needs a proof that the base is nonzero, and it reads the base off the type of that proof. The attempt supplies `(Complex.exp_ne_zero _ : phase N ≠ 0)`. Lean accepts this, since `phase N` unfolds to an exponential, but the ascription only guides elaboration: the term's own type still speaks of `Complex.exp`. The pattern therefore became `Complex.exp (2 * ↑Real.pi * Complex.I / ↑N) ^ (?m + ?n)`, as the message shows. The goal has `phase N` instead, and `rw` does not unfold that definition when looking for a match.

The repair first states the fact as `have h0 : phase N ≠ 0`, with the same proof. A hypothesis introduced by `have` carries its stated type, so `zpow_add₀ h0` has `phase N` as its base, and the pattern is found in the goal.

This version goes through:

```diff
@@ -26,5 +26,6 @@
     rw [phase, ← Complex.exp_nat_mul]; congr 1; push_cast; ring
   have h3 : phase N ^ (k + (m : ℤ)) - phase N ^ k = phase N ^ k * (phase N ^ m - 1) := by
-    rw [zpow_add₀ (Complex.exp_ne_zero _ : phase N ≠ 0), zpow_natCast]; ring
+    have h0 : phase N ≠ 0 := Complex.exp_ne_zero _
+    rw [zpow_add₀ h0, zpow_natCast]; ring
   rw [h3, norm_mul, norm_zpow, h1, one_zpow, one_mul, h2, Complex.sq_norm,
     Complex.normSq_apply, Complex.sub_re, Complex.sub_im, Complex.exp_ofReal_mul_I_re,
```
